# Normalised Gram–Schmidt Vectors Are Unchanged by Triangular Mixing with Positive Diagonal

Take two non-orthogonal orbitals $v_1, v_2$, linearly independent, and orthonormalise them in that order. Gram–Schmidt keeps $u_1 = v_1$ and removes from $v_2$ its component along $v_1$:
$$u_2 = v_2 - \frac{\langle v_1, v_2\rangle}{\langle v_1, v_1\rangle}\, v_1 .$$
Now start instead from $w_1 = T_{11}v_1$ and $w_2 = T_{12}v_1 + T_{22}v_2$, with $T_{11}, T_{22} > 0$ and $T_{12}$ any complex number. The first direction is the same. Removing from $w_2$ its component along $v_1$ deletes the term $T_{12}v_1$ entirely and leaves $T_{22}u_2$. The procedure therefore returns $T_{11}u_1$ and $T_{22}u_2$, and normalisation removes the positive factors. Both starting pairs give the same orthonormal orbitals.

## From two vectors to an ordered family

Let $v_k$ be linearly independent vectors in a complex inner-product space, with the inner product linear in its second argument, and let
$$w_k = \sum_{i\le k} T_{ik} v_i, \qquad T_{kk} \text{ real and positive}.$$
The claim is that normalised Gram–Schmidt gives the same orthonormal vectors for $w$ as for $v$.

Write $V_k$ for the span of the $v_i$ with $i<k$. The unnormalised Gram–Schmidt vectors are
$$u_k = v_k - \sum_{i<k} \frac{\langle u_i, v_k\rangle}{\langle u_i,u_i\rangle}\,u_i .$$
No $u_i$ vanishes, since otherwise $v_i$ would lie in $V_i$. If the earlier $u_i$ are mutually orthogonal, then for $j<k$ only the term $i=j$ survives in $\langle u_j,u_k\rangle = \langle u_j,v_k\rangle - \langle u_j,v_k\rangle = 0$, so orthogonality carries on by induction. The formula also expresses each $v_k$ through $u_i$ with $i\le k$ and, step by step, each $u_k$ through $v_i$ with $i\le k$. The earlier $u_i$ thus span $V_k$, and two properties follow:
$$v_k-u_k\in V_k, \qquad u_k\perp V_k .$$

The $w_i$ with $i<k$ also span $V_k$. They lie in it by definition, and the triangular system can be solved forwards,
$$v_i = T_{ii}^{-1}\Big(w_i-\sum_{j<i}T_{ji}v_j\Big),$$
which recovers $v_i$ once the earlier $v_j$ are known. The $w_k$ are also linearly independent: in a vanishing combination, the last $w_k$ with a nonzero coefficient would lie in $V_k$, and then so would $v_k$, because $T_{kk}\neq0$. The two properties above therefore apply to the family $w$ as well.

Let $g_k$ be the unnormalised Gram–Schmidt vectors of $w$. Then $w_k-g_k\in V_k$ and $g_k\perp V_k$. Moreover,
$$w_k-T_{kk}u_k = T_{kk}(v_k-u_k)+\sum_{i<k}T_{ik}v_i\in V_k .$$
Subtracting, $d=g_k-T_{kk}u_k$ lies in $V_k$. Since $g_k$ and $u_k$ are orthogonal to $V_k$,
$$\langle d,d\rangle=\langle d,g_k\rangle-T_{kk}\langle d,u_k\rangle=0,$$
so $g_k=T_{kk}u_k$. Dividing by norms gives
$$\frac{g_k}{\|g_k\|}=\frac{T_{kk}}{|T_{kk}|}\,\frac{u_k}{\|u_k\|},$$
and the phase is one because $T_{kk}>0$.

For a finite set of orbitals in electronic structure, this means that positive rescaling, and adding earlier orbitals to later ones, leaves the ordered orthonormal set unchanged. The step from here to a computed basis is rounding: nearly dependent orbitals need an error estimate, which the hypotheses do not supply.

## Ordered families and their mixing in Lean

The index type `ι` is linearly ordered, with finitely many indices up to any given one. A finite list `Fin n`, whose labels start at 0, and an infinite sequence indexed by `ℕ` both qualify. The space `E` may have any dimension. Opening `ComplexOrder` gives `0 < z` for complex `z` the meaning "real and positive".

```lean
import Mathlib

open InnerProductSpace
open scoped ComplexOrder

namespace GramSchmidtTriangular

noncomputable section

variable {ι E : Type*} [LinearOrder ι] [LocallyFiniteOrderBot ι] [WellFoundedLT ι]
  [NormedAddCommGroup E] [InnerProductSpace ℂ E]
```

The second index of `T` labels the new vector, so the coefficients of $w_k$ stand in column $k$. Entries with $i>k$ are never read; `T` acts as an upper triangular matrix whatever they contain.

```lean
/-- The triangular mixing `w_k = ∑_{i ≤ k} T_ik v_i` of an ordered family of vectors. -/
def triangularMix (T : Matrix ι ι ℂ) (v : ι → E) (k : ι) : E :=
  ∑ i ∈ Finset.Iic k, T i k • v i
```

Mathlib's `gramSchmidt` is the unnormalised $u_k$, although many textbooks include normalisation in the name. The normalised vector is `gsNormed`.

```lean
/-- The `k`-th Gram-Schmidt vector divided by its norm. It is a unit vector where the
Gram-Schmidt vector is nonzero; a vanishing vector is left zero. -/
def gsNormed (v : ι → E) (k : ι) : E :=
  ((‖gramSchmidt ℂ v k‖ : ℝ) : ℂ)⁻¹ • gramSchmidt ℂ v k
```

## The two properties that fix a Gram–Schmidt vector

Separating the term $i=k$ from the sum gives the form of $w_k$ used throughout.

```lean
omit [WellFoundedLT ι] in
/-- A mixed vector is its diagonal part plus a combination of strictly earlier vectors. -/
theorem triangularMix_split (T : Matrix ι ι ℂ) (v : ι → E) (k : ι) :
    triangularMix T v k = T k k • v k + ∑ i ∈ Finset.Iio k, T i k • v i := by
  have h : Finset.Iic k = insert k (Finset.Iio k) := by
    ext i
    simp only [Finset.mem_Iic, Finset.mem_insert, Finset.mem_Iio, le_iff_eq_or_lt]
  rw [triangularMix, h, Finset.sum_insert (by simp)]
```

The next two lemmas are $v_k-u_k\in V_k$ and $u_k\perp V_k$. Both use Mathlib's result that the earlier $u_i$ span $V_k$. The second checks orthogonality on the $u_i$ and extends it to sums and multiples by induction over the span.

```lean
/-- Gram-Schmidt changes `v_k` only by a combination of the earlier vectors. -/
theorem sub_gramSchmidt_mem (v : ι → E) (k : ι) :
    v k - gramSchmidt ℂ v k ∈ Submodule.span ℂ (v '' Set.Iio k) := by
  have key := sub_eq_iff_eq_add'.mpr (gramSchmidt_def'' ℂ v k)
  rw [← span_gramSchmidt_Iio ℂ v k, key]
  exact Submodule.sum_mem _ fun i hi => Submodule.smul_mem _ _
    (Submodule.subset_span ⟨i, Finset.mem_Iio.1 hi, rfl⟩)

/-- The `k`-th Gram-Schmidt vector is orthogonal to the span of the earlier vectors. -/
theorem inner_gramSchmidt_eq_zero (v : ι → E) (k : ι) {x : E}
    (hx : x ∈ Submodule.span ℂ (v '' Set.Iio k)) : inner ℂ x (gramSchmidt ℂ v k) = 0 := by
  rw [← span_gramSchmidt_Iio ℂ v k] at hx
  induction hx using Submodule.span_induction with
  | mem x hx =>
    obtain ⟨i, hi, rfl⟩ := hx
    exact gramSchmidt_orthogonal ℂ v (Set.mem_Iio.1 hi).ne
  | zero => exact inner_zero_left _
  | add x y _ _ hx hy => rw [inner_add_left, hx, hy, add_zero]
  | smul a x _ hx => rw [inner_smul_left, hx, mul_zero]
```

## Equal spans and the factor $T_{kk}$

Each span is shown to contain the other. The first inclusion is immediate; the second is the forward solution, with `e` as the formula for $v_i$ and `ih` supplying the earlier vectors. Only a nonzero diagonal is needed.

```lean
/-- Triangular mixing with nonzero diagonal preserves the span of the vectors before
each position. -/
theorem span_triangularMix (T : Matrix ι ι ℂ) (v : ι → E) (hT : ∀ i, T i i ≠ 0) (k : ι) :
    Submodule.span ℂ (triangularMix T v '' Set.Iio k) = Submodule.span ℂ (v '' Set.Iio k) := by
  apply le_antisymm
  · rw [Submodule.span_le]
    rintro _ ⟨i, hi, rfl⟩
    exact Submodule.sum_mem _ fun j hj => Submodule.smul_mem _ _
      (Submodule.subset_span ⟨j, (Finset.mem_Iic.1 hj).trans_lt hi, rfl⟩)
  · -- solve the triangular system forwards for each `v i`
    have main : ∀ i, i < k → v i ∈ Submodule.span ℂ (triangularMix T v '' Set.Iio k) := by
      intro i
      induction i using WellFoundedLT.induction with
      | _ i ih =>
        intro hi
        have e : v i = (T i i)⁻¹ •
            (triangularMix T v i - ∑ j ∈ Finset.Iio i, T j i • v j) := by
          rw [triangularMix_split, add_sub_cancel_right, smul_smul,
            inv_mul_cancel₀ (hT i), one_smul]
        rw [e]
        exact Submodule.smul_mem _ _ (Submodule.sub_mem _
          (Submodule.subset_span ⟨i, hi, rfl⟩)
          (Submodule.sum_mem _ fun j hj => Submodule.smul_mem _ _
            (ih j (Finset.mem_Iio.1 hj) ((Finset.mem_Iio.1 hj).trans hi))))
    rw [Submodule.span_le]
    rintro _ ⟨i, hi, rfl⟩
    exact main i hi
```

For $g_k=T_{kk}u_k$, `h1` and `h2` place $w_k-T_{kk}u_k$ and $w_k-g_k$ in $V_k$, and `hd` is their difference $d$. The last rewrite computes $\langle d,d\rangle=0$.

```lean
/-- Under triangular mixing with nonzero diagonal, each unnormalised Gram-Schmidt vector is
multiplied by the diagonal coefficient `T_kk`. -/
theorem gramSchmidt_triangularMix (T : Matrix ι ι ℂ) (v : ι → E) (hT : ∀ i, T i i ≠ 0)
    (k : ι) : gramSchmidt ℂ (triangularMix T v) k = T k k • gramSchmidt ℂ v k := by
  -- the difference lies in the earlier span and is orthogonal to it
  have h1 : triangularMix T v k - T k k • gramSchmidt ℂ v k ∈
      Submodule.span ℂ (v '' Set.Iio k) := by
    rw [triangularMix_split, add_sub_right_comm, ← smul_sub]
    exact Submodule.add_mem _ (Submodule.smul_mem _ _ (sub_gramSchmidt_mem v k))
      (Submodule.sum_mem _ fun i hi => Submodule.smul_mem _ _
        (Submodule.subset_span ⟨i, Finset.mem_Iio.1 hi, rfl⟩))
  have h2 := sub_gramSchmidt_mem (triangularMix T v) k
  rw [span_triangularMix T v hT k] at h2
  have hd := Submodule.sub_mem _ h1 h2
  rw [sub_sub_sub_cancel_left] at hd
  have hd' := hd
  rw [← span_triangularMix T v hT k] at hd'
  rw [← sub_eq_zero, ← inner_self_eq_zero (𝕜 := ℂ), inner_sub_right,
    inner_gramSchmidt_eq_zero _ k hd', inner_smul_right,
    inner_gramSchmidt_eq_zero v k hd, mul_zero, sub_zero]
```

Taking norms turns the factor into a phase.

```lean
/-- Under triangular mixing with nonzero diagonal, each normalised Gram-Schmidt vector
acquires the phase `T_kk / |T_kk|`. -/
theorem gsNormed_triangularMix (T : Matrix ι ι ℂ) (v : ι → E) (hT : ∀ i, T i i ≠ 0) (k : ι) :
    gsNormed (triangularMix T v) k = (T k k / (‖T k k‖ : ℂ)) • gsNormed v k := by
  unfold gsNormed
  rw [gramSchmidt_triangularMix T v hT, norm_smul, smul_smul, smul_smul]
  congr 1
  push_cast
  ring
```

The phase $z/|z|$ equals one exactly when $z=|z|$, which for nonzero $z$ means real and positive.

```lean
/-- A nonzero complex number has phase one exactly when it is real and positive. -/
theorem phase_eq_one_iff {z : ℂ} (hz : z ≠ 0) : z / (‖z‖ : ℂ) = 1 ↔ 0 < z := by
  have hn : (‖z‖ : ℂ) ≠ 0 := Complex.ofReal_ne_zero.2 (norm_ne_zero_iff.2 hz)
  rw [div_eq_one_iff_eq hn]
  constructor
  · intro h
    rw [h]
    exact_mod_cast norm_pos_iff.2 hz
  · intro h
    have h' := Complex.lt_def.1 h
    have h1 : 0 < z.re := by simpa using h'.1
    have e : z = (z.re : ℂ) := Complex.ext (by simp) (by simpa using h'.2.symm)
    rw [e, Complex.norm_real, Real.norm_of_nonneg h1.le]
```

## The invariance theorem

The theorem assumes linear independence and a positive diagonal. It concludes that the normalised vectors of $v$ are orthonormal and that those of $w$ are equal to them, index by index. The first two parts of the proof establish unit length and mutual orthogonality; the third sets the phase to one.

Independence serves the orthonormality: for the single vector $v=0$ the output is zero, not a unit vector. The equality itself is obtained without it.

```lean
/-- **Triangular invariance of Gram-Schmidt.** For linearly independent `v` and a triangular
mixing with real positive diagonal, normalised Gram-Schmidt gives the same orthonormal
vectors for the mixed family as for `v`. -/
theorem triangular_invariance (T : Matrix ι ι ℂ) (v : ι → E) (hv : LinearIndependent ℂ v)
    (hT : ∀ k, 0 < T k k) :
    Orthonormal ℂ (gsNormed v) ∧ gsNormed (triangularMix T v) = gsNormed v := by
  refine ⟨⟨fun k => ?_, fun i j hij => ?_⟩, funext fun k => ?_⟩
  · rw [gsNormed, norm_smul, norm_inv, Complex.norm_real, norm_norm,
      inv_mul_cancel₀ (norm_ne_zero_iff.2 (gramSchmidt_ne_zero k hv))]
  · simp only [gsNormed, inner_smul_left, inner_smul_right,
      gramSchmidt_orthogonal ℂ v hij, mul_zero]
  · rw [gsNormed_triangularMix T v (fun i => (hT i).ne'),
      (phase_eq_one_iff (hT k).ne').2 (hT k), one_smul]
```

## A negative diagonal entry changes the output

With one unit vector $v$ and $T=-1$, the mixed vector is $-v$, and Gram–Schmidt returns $-v$ instead of $v$. A real diagonal of modulus one is therefore not enough for invariance. In quantum mechanics $v$ and $-v$ describe the same state, but here the vectors themselves are compared.

More generally, for independent $v$ and nonzero diagonal, equal outputs force every $T_{kk}$ to be positive. Writing $e_k=u_k/\|u_k\|$, equality gives $(T_{kk}/|T_{kk}|-1)e_k=0$. Since $e_k\neq0$, the phase is one.

```lean
/-- For linearly independent `v` and a triangular mixing with nonzero diagonal, the normalised
Gram-Schmidt vectors are unchanged only if every diagonal coefficient is real and positive. -/
theorem diagonal_pos_of_invariant (T : Matrix ι ι ℂ) (v : ι → E)
    (hv : LinearIndependent ℂ v) (hT : ∀ k, T k k ≠ 0)
    (h : gsNormed (triangularMix T v) = gsNormed v) (k : ι) : 0 < T k k := by
  have hg := gramSchmidt_ne_zero (𝕜 := ℂ) k hv
  have he : gsNormed v k ≠ 0 :=
    smul_ne_zero (inv_ne_zero (Complex.ofReal_ne_zero.2 (norm_ne_zero_iff.2 hg))) hg
  have hk := congrFun h k
  rw [gsNormed_triangularMix T v hT] at hk
  have h0 : (T k k / (‖T k k‖ : ℂ) - 1) • gsNormed v k = 0 := by
    rw [sub_smul, one_smul, hk, sub_self]
  exact (phase_eq_one_iff (hT k)).1 (sub_eq_zero.1 ((smul_eq_zero.1 h0).resolve_right he))
```

## Recovering the mixing from equal outputs

Conversely, suppose two independent families $v$ and $w$ have the same normalised output. With $g_k$ again the unnormalised vectors of $w$, put $r_k=\|g_k\|/\|u_k\|>0$. Then $g_k=r_ku_k$, so the earlier $w_i$ lie in $V_k$, and
$$w_k-r_kv_k=(w_k-g_k)-r_k(v_k-u_k)\in V_k .$$
Expanding the right side in the earlier $v_i$ gives the coefficients $T_{ik}$ for $i<k$, while $T_{kk}=r_k$.

The expansion needs a small lemma: a vector in $V_k$ is a finite combination of the $v_i$ with $i<k$. It holds for each such $v_i$ and is preserved by sums and multiples.

```lean
omit [WellFoundedLT ι] in
/-- A vector in the span of the vectors before position `k` is a finite combination of them. -/
theorem exists_coeff (v : ι → E) (k : ι) {x : E}
    (hx : x ∈ Submodule.span ℂ (v '' Set.Iio k)) :
    ∃ c : ι → ℂ, x = ∑ i ∈ Finset.Iio k, c i • v i := by
  induction hx using Submodule.span_induction with
  | mem x hx =>
    obtain ⟨i, hi, rfl⟩ := hx
    have hi' : i < k := hi
    exact ⟨fun j => if j = i then 1 else 0, by simp [ite_smul, hi']⟩
  | zero => exact ⟨0, by simp⟩
  | add x y _ _ hx hy =>
    obtain ⟨c, rfl⟩ := hx
    obtain ⟨d, rfl⟩ := hy
    exact ⟨c + d, by simp [add_smul, Finset.sum_add_distrib]⟩
  | smul a x _ hx =>
    obtain ⟨c, rfl⟩ := hx
    exact ⟨a • c, by simp [Finset.smul_sum, smul_smul]⟩
```

In the final proof, `hg` is the relation $g_k=r_ku_k$, `hs` the inclusion of spans, and `hc` the expansion. The command `choose` collects the coefficients for all $k$, and the matrix is assembled with $r_k$ on its diagonal.

```lean
/-- Conversely, two linearly independent families with the same normalised Gram-Schmidt
vectors are related by a triangular mixing with real positive diagonal. -/
theorem exists_triangularMix (v w : ι → E) (hv : LinearIndependent ℂ v)
    (hw : LinearIndependent ℂ w) (h : gsNormed w = gsNormed v) :
    ∃ T : Matrix ι ι ℂ, (∀ k, 0 < T k k) ∧ w = triangularMix T v := by
  let r : ι → ℝ := fun k => ‖gramSchmidt ℂ w k‖ / ‖gramSchmidt ℂ v k‖
  have hr : ∀ k, 0 < r k := fun k => div_pos
    (norm_pos_iff.2 (gramSchmidt_ne_zero k hw)) (norm_pos_iff.2 (gramSchmidt_ne_zero k hv))
  -- the unnormalised vectors differ by the ratio of their norms
  have hg : ∀ k, gramSchmidt ℂ w k = (r k : ℂ) • gramSchmidt ℂ v k := by
    intro k
    have hn : ((‖gramSchmidt ℂ w k‖ : ℝ) : ℂ) ≠ 0 :=
      Complex.ofReal_ne_zero.2 (norm_ne_zero_iff.2 (gramSchmidt_ne_zero k hw))
    have hk : gsNormed w k = gsNormed v k := congrFun h k
    calc gramSchmidt ℂ w k = ((‖gramSchmidt ℂ w k‖ : ℝ) : ℂ) • gsNormed w k := by
          rw [gsNormed, smul_smul, mul_inv_cancel₀ hn, one_smul]
      _ = (r k : ℂ) • gramSchmidt ℂ v k := by
          rw [hk, gsNormed, smul_smul, ← div_eq_mul_inv, ← Complex.ofReal_div]
  have hs : ∀ k, Submodule.span ℂ (w '' Set.Iio k) ≤ Submodule.span ℂ (v '' Set.Iio k) := by
    intro k
    rw [← span_gramSchmidt_Iio ℂ w k, ← span_gramSchmidt_Iio ℂ v k, Submodule.span_le]
    rintro _ ⟨i, hi, rfl⟩
    rw [hg i]
    exact Submodule.smul_mem _ _ (Submodule.subset_span ⟨i, hi, rfl⟩)
  have hc : ∀ k, ∃ c : ι → ℂ, w k - (r k : ℂ) • v k = ∑ i ∈ Finset.Iio k, c i • v i := by
    intro k
    apply exists_coeff
    have e : w k - (r k : ℂ) • v k = (w k - gramSchmidt ℂ w k) -
        (r k : ℂ) • (v k - gramSchmidt ℂ v k) := by
      rw [hg k, smul_sub]
      abel
    rw [e]
    exact Submodule.sub_mem _ (hs k (sub_gramSchmidt_mem w k))
      (Submodule.smul_mem _ _ (sub_gramSchmidt_mem v k))
  choose c hc using hc
  refine ⟨Matrix.of fun i k => if i = k then (r k : ℂ) else c k i, fun k => ?_,
    funext fun k => ?_⟩
  · rw [Matrix.of_apply, if_pos rfl]
    exact_mod_cast hr k
  · rw [triangularMix_split, Matrix.of_apply, if_pos rfl, ← sub_eq_iff_eq_add', hc k]
    refine Finset.sum_congr rfl fun i hi => ?_
    rw [Matrix.of_apply, if_neg (Finset.mem_Iio.1 hi).ne]

end

end GramSchmidtTriangular
```

```lean
#print axioms GramSchmidtTriangular.triangular_invariance
#print axioms GramSchmidtTriangular.diagonal_pos_of_invariant
#print axioms GramSchmidtTriangular.exists_triangularMix
```

```
'GramSchmidtTriangular.triangular_invariance' depends on axioms: [propext, Classical.choice, Quot.sound]
'GramSchmidtTriangular.diagonal_pos_of_invariant' depends on axioms: [propext, Classical.choice, Quot.sound]
'GramSchmidtTriangular.exists_triangularMix' depends on axioms: [propext, Classical.choice, Quot.sound]
```
